# The one-dimensional Gutzwiller double-occupancy formula at half filling: limit 1/4 as g → 1, and g² ln(1/g) as g → 0

Take the infinite half-filled Gutzwiller chain at g = 1 − 10⁻⁹ and compute the numerator of its double occupancy in double precision as `g*g - 1 - 2*log(g)`, without fused multiply-add. The double occupancy then comes out as about 0.125, while the correct value is very nearly 0.25. The product g² has lost a term of order (1 − g)², and the numerator is itself of that order. At the other end, a fit that assumes d ∝ g² for small g never settles, because d/g² grows logarithmically.

## Closed form, bounds and limits

Let g be the weight that the wave function gives to each doubly occupied site: every such site multiplies the amplitude of a configuration by g, and hence its unnormalised probability by g². Let n be the number of electrons per site and d the double occupancy per site. For the infinite chain at or below half filling, 0 ≤ n ≤ 1, with the paramagnetic Fermi sea as the starting state, the closed form is

d(n,g) = g² [−ln(1 − (1−g²)n) − (1−g²)n] / (2(1−g²)²).

This formula is the input here. For 0 ≤ n ≤ 1 and 0 < g < 1 it satisfies

g²n²/4 ≤ d(n,g) ≤ n²/4,

and it tends to the uncorrelated value n²/4 as g → 1 from below. At n = 1 it is positive for 0 < g < 1, and

d(1,g) / (g² ln(1/g)) → 1 as g → 0 from above.

For n < 1 the logarithm is absent: d/g² tends to (−ln(1−n) − n)/2.

## Evaluating d near g = 1 and testing a Monte Carlo code

Write u = 1 − g², computed as (1−g)(1+g). Near g = 1, a code can sum

d(n,g) = g²n² [1/4 + un/6 + u²n²/8 + …],

whose terms are all non-negative, so nothing cancels. Stopping after K terms leaves an error of at most uᴷnᴷ⁺²/(2(K+2)). For u ≤ 0.1, fifteen terms leave less than 3×10⁻¹⁷. The series also serves at low filling, where un is small and the closed form suffers cancellation even far from g = 1. When un is not small the closed form is the better choice, since the series converges slowly as un → 1; the argument of its logarithm should then be computed as (1−n) + g²n, which keeps g² when g is tiny.

The formula also gives reference values for a variational Monte Carlo code run on the projected Fermi sea. On a finite half-filled ring, d is a ratio of polynomials in g², so d/g² levels off at very small g; the logarithm emerges only as the ring grows. Slightly below half filling, the crossover to a constant d/g² occurs around g² ≈ 1 − n.

For the Hubbard chain treated with this one-parameter state, the logarithm matters at large U. Balancing a kinetic gain linear in g against U g² ln(1/g) gives an energy gain of order t²/(U ln(U/t)), whereas the true exchange scale is t²/U. In that sense the logarithm is spurious.

## From the logarithmic series to both limits

Put x = un. Since 0 ≤ x ≤ u < 1,

−ln(1−x) = x + x²/2 + x³/3 + …

Subtracting x and multiplying by g²/(2u²) gives

d(n,g) = Σₖ g² uᵏ nᵏ⁺² / (2(k+2)), k = 0, 1, 2, …

Every term is non-negative, so the k = 0 term alone gives d ≥ g²n²/4. For the upper bound, use nᵏ⁺² ≤ n² and 2(k+2) ≥ 4:

d ≤ (g²n²/4) Σₖ uᵏ = (g²n²/4) / (1−u) = n²/4.

As g → 1 both bounds tend to n²/4, and so does d.

At n = 1 the argument of the logarithm is 1 − u = g², so

d(1,g) = g² (−u − 2 ln g) / (2u²).

Dividing by g² ln(1/g) = −g² ln g gives

d(1,g) / (g² ln(1/g)) = [1 + u/(2 ln g)] / u².

As g → 0, u → 1 and 1/ln g → 0, so the ratio tends to 1.

For n < 1, the argument 1 − un tends to 1 − n > 0. The logarithm is continuous there, and setting g = 0 in d/g² gives the stated constant.

## The Lean file

```lean
import Mathlib

open Filter Topology Set

namespace GutzwillerChain

noncomputable section

/-- Double occupancy per site of the one-dimensional Gutzwiller wave function with filling `n`
and weight `g` per doubly occupied site. The formula is meant for `0 ≤ n ≤ 1` and `0 < g < 1`;
its denominator vanishes at `g = 1`. -/
def doubleOcc (n g : ℝ) : ℝ :=
  g ^ 2 * (-Real.log (1 - (1 - g ^ 2) * n) - (1 - g ^ 2) * n) / (2 * (1 - g ^ 2) ^ 2)

/-- At half filling, `n = 1`, the argument of the logarithm reduces to `g ^ 2`. -/
theorem doubleOcc_half_filling (g : ℝ) :
    doubleOcc 1 g = g ^ 2 * (g ^ 2 - 1 - Real.log (g ^ 2)) / (2 * (1 - g ^ 2) ^ 2) := by
  have e : 1 - (1 - g ^ 2) * 1 = g ^ 2 := by ring
  unfold doubleOcc
  rw [e]
  ring

/-- For `0 ≤ n ≤ 1` and `0 < g < 1` the double occupancy is `g ^ 2` times a power series in the
correlation parameter `1 - g ^ 2`. -/
theorem doubleOcc_hasSum {n g : ℝ} (hn : 0 ≤ n) (hn1 : n ≤ 1) (hg : 0 < g) (hg1 : g < 1) :
    HasSum (fun k : ℕ => g ^ 2 * (1 - g ^ 2) ^ k * n ^ (k + 2) / (2 * ((k : ℝ) + 2)))
      (doubleOcc n g) := by
  have hu : 0 < 1 - g ^ 2 := by nlinarith
  have hx : |(1 - g ^ 2) * n| < 1 := by
    rw [abs_of_nonneg (mul_nonneg hu.le hn)]
    nlinarith [mul_le_mul_of_nonneg_left hn1 hu.le, pow_pos hg 2]
  have hterm : ∀ u : ℝ, u ≠ 0 → ∀ k : ℕ,
      g ^ 2 / (2 * u ^ 2) * ((u * n) ^ (k + 1 + 1) / (((k + 1 : ℕ) : ℝ) + 1))
        = g ^ 2 * u ^ k * n ^ (k + 2) / (2 * ((k : ℝ) + 2)) := by
    intro u hu k
    have hk : (k : ℝ) + 2 ≠ 0 := by positivity
    have e : (u * n) ^ (k + 1 + 1) = u ^ k * u ^ 2 * n ^ (k + 2) := by ring
    have e2 : ((k + 1 : ℕ) : ℝ) + 1 = (k : ℝ) + 2 := by push_cast; ring
    rw [e, e2]
    field_simp
  -- the logarithmic series without its linear term
  have h := ((hasSum_nat_add_iff' 1).mpr
    (Real.hasSum_pow_div_log_of_abs_lt_one hx)).mul_left (g ^ 2 / (2 * (1 - g ^ 2) ^ 2))
  have hf : (fun k : ℕ => g ^ 2 * (1 - g ^ 2) ^ k * n ^ (k + 2) / (2 * ((k : ℝ) + 2)))
      = fun k : ℕ => g ^ 2 / (2 * (1 - g ^ 2) ^ 2) *
        (((1 - g ^ 2) * n) ^ (k + 1 + 1) / (((k + 1 : ℕ) : ℝ) + 1)) :=
    funext fun k => (hterm _ hu.ne' k).symm
  have hv : doubleOcc n g = g ^ 2 / (2 * (1 - g ^ 2) ^ 2) *
      (-Real.log (1 - (1 - g ^ 2) * n)
        - ∑ i ∈ Finset.range 1, ((1 - g ^ 2) * n) ^ (i + 1) / ((i : ℝ) + 1)) := by
    simp only [Finset.sum_range_one, Nat.cast_zero, zero_add, pow_one, div_one, doubleOcc]
    ring
  rw [hf, hv]
  exact h

/-- For `0 ≤ n ≤ 1` and `0 < g < 1` the double occupancy lies between `g ^ 2` times the
uncorrelated value `n ^ 2 / 4` and that value itself. -/
theorem doubleOcc_bounds {n g : ℝ} (hn : 0 ≤ n) (hn1 : n ≤ 1) (hg : 0 < g) (hg1 : g < 1) :
    g ^ 2 * n ^ 2 / 4 ≤ doubleOcc n g ∧ doubleOcc n g ≤ n ^ 2 / 4 := by
  have hu : 0 < 1 - g ^ 2 := by nlinarith
  have hu1 : 1 - g ^ 2 < 1 := by nlinarith [pow_pos hg 2]
  have h := doubleOcc_hasSum hn hn1 hg hg1
  constructor
  · -- keep only the first term of the series
    have h0 := le_hasSum h 0 (fun j _ => by positivity)
    norm_num at h0
    linarith
  · -- compare with a geometric series
    have hgeo := (hasSum_geometric_of_lt_one hu.le hu1).mul_left (g ^ 2 * n ^ 2 / 4)
    have hle := hasSum_le (fun k => ?_) h hgeo
    · have e : g ^ 2 * n ^ 2 / 4 * (1 - (1 - g ^ 2))⁻¹ = n ^ 2 / 4 := by
        have e1 : 1 - (1 - g ^ 2) = g ^ 2 := by ring
        rw [e1]
        field_simp
      rw [e] at hle
      exact hle
    · have h1 : n ^ (k + 2) ≤ n ^ 2 := pow_le_pow_of_le_one hn hn1 (by omega)
      have h2 : (4 : ℝ) ≤ 2 * ((k : ℝ) + 2) := by
        have : (0 : ℝ) ≤ k := Nat.cast_nonneg k
        linarith
      have h3 : g ^ 2 * (1 - g ^ 2) ^ k * n ^ (k + 2) ≤ g ^ 2 * (1 - g ^ 2) ^ k * n ^ 2 :=
        mul_le_mul_of_nonneg_left h1 (by positivity)
      calc g ^ 2 * (1 - g ^ 2) ^ k * n ^ (k + 2) / (2 * ((k : ℝ) + 2))
          ≤ g ^ 2 * (1 - g ^ 2) ^ k * n ^ 2 / 4 :=
            div_le_div₀ (by positivity) h3 (by norm_num) h2
        _ = g ^ 2 * n ^ 2 / 4 * (1 - g ^ 2) ^ k := by ring

/-- For `0 ≤ n ≤ 1` the double occupancy tends to the uncorrelated value `n ^ 2 / 4` as `g`
tends to `1` from below. -/
theorem doubleOcc_tendsto_uncorrelated {n : ℝ} (hn : 0 ≤ n) (hn1 : n ≤ 1) :
    Tendsto (doubleOcc n) (𝓝[<] 1) (𝓝 (n ^ 2 / 4)) := by
  have c : Continuous (fun g : ℝ => g ^ 2 * n ^ 2 / 4) := by fun_prop
  have hlow : Tendsto (fun g : ℝ => g ^ 2 * n ^ 2 / 4) (𝓝[<] 1) (𝓝 (n ^ 2 / 4)) :=
    (c.tendsto' 1 _ (by norm_num)).mono_left nhdsWithin_le_nhds
  refine tendsto_of_tendsto_of_tendsto_of_le_of_le' hlow tendsto_const_nhds ?_ ?_
  · filter_upwards [Ioo_mem_nhdsLT (show (0 : ℝ) < 1 by norm_num)] with g hg
    exact (doubleOcc_bounds hn hn1 hg.1 hg.2).1
  · filter_upwards [Ioo_mem_nhdsLT (show (0 : ℝ) < 1 by norm_num)] with g hg
    exact (doubleOcc_bounds hn hn1 hg.1 hg.2).2

/-- At half filling the double occupancy behaves as `g ^ 2 * log (1 / g)` when `g` tends to `0`
from above: the ratio of the two tends to `1`. -/
theorem doubleOcc_log_asymptotics :
    Tendsto (fun g => doubleOcc 1 g / (g ^ 2 * Real.log (1 / g))) (𝓝[>] 0) (𝓝 1) := by
  have L : Tendsto (fun g : ℝ => (Real.log g)⁻¹) (𝓝[>] 0) (𝓝 0) :=
    tendsto_inv_atBot_zero.comp Real.tendsto_log_nhdsGT_zero
  have c : Continuous (fun g : ℝ => 1 - g ^ 2) := by fun_prop
  have G : Tendsto (fun g : ℝ => 1 - g ^ 2) (𝓝[>] 0) (𝓝 1) :=
    (c.tendsto' 0 _ (by norm_num)).mono_left nhdsWithin_le_nhds
  have H := (((G.mul L).div_const 2).const_add 1).div (G.pow 2) (by norm_num)
  have e : ((1 : ℝ) + 1 * 0 / 2) / 1 ^ 2 = 1 := by norm_num
  rw [e] at H
  refine H.congr' ?_
  filter_upwards [Ioo_mem_nhdsGT (show (0 : ℝ) < 1 by norm_num)] with g hg
  change (1 + (1 - g ^ 2) * (Real.log g)⁻¹ / 2) / (1 - g ^ 2) ^ 2
    = doubleOcc 1 g / (g ^ 2 * Real.log (1 / g))
  have hg0 : g ≠ 0 := hg.1.ne'
  have hl : Real.log g ≠ 0 := (Real.log_neg hg.1 hg.2).ne
  have hu : 1 - g ^ 2 ≠ 0 := by
    have : 0 < 1 - g ^ 2 := by nlinarith [hg.1, hg.2]
    exact this.ne'
  rw [doubleOcc_half_filling, one_div, Real.log_inv, Real.log_pow]
  push_cast
  field_simp
  ring

/-- Below half filling, `n < 1`, there is no logarithm: the double occupancy divided by `g ^ 2`
has a finite limit as `g` tends to `0` from above. -/
theorem doubleOcc_below_half_filling {n : ℝ} (hn1 : n < 1) :
    Tendsto (fun g => doubleOcc n g / g ^ 2) (𝓝[>] 0)
      (𝓝 ((-Real.log (1 - n) - n) / 2)) := by
  have hn : 1 - (1 - (0 : ℝ) ^ 2) * n ≠ 0 := by
    have e : 1 - (1 - (0 : ℝ) ^ 2) * n = 1 - n := by ring
    rw [e]
    exact (sub_pos.2 hn1).ne'
  -- the argument of the logarithm stays away from zero
  have c : ContinuousAt (fun g : ℝ =>
      (-Real.log (1 - (1 - g ^ 2) * n) - (1 - g ^ 2) * n) / (2 * (1 - g ^ 2) ^ 2)) 0 := by
    apply ContinuousAt.div
    · apply ContinuousAt.sub
      · have hc : ContinuousAt (fun g : ℝ => 1 - (1 - g ^ 2) * n) 0 := by fun_prop
        exact (hc.log hn).neg
      · fun_prop
    · fun_prop
    · norm_num
  have e : (-Real.log (1 - (1 - (0 : ℝ) ^ 2) * n) - (1 - (0 : ℝ) ^ 2) * n)
      / (2 * (1 - (0 : ℝ) ^ 2) ^ 2) = (-Real.log (1 - n) - n) / 2 := by norm_num
  rw [← e]
  refine (c.tendsto.mono_left nhdsWithin_le_nhds).congr' ?_
  filter_upwards [self_mem_nhdsWithin] with g hg
  have hg0 : g ≠ 0 := ne_of_gt hg
  unfold doubleOcc
  rw [mul_div_assoc, mul_div_cancel_left₀ _ (pow_ne_zero 2 hg0)]

/-- At half filling the Gutzwiller double occupancy is positive for `0 < g < 1`, tends to `1 / 4`
as `g` tends to `1` from below, and is asymptotic to `g ^ 2 * log (1 / g)` as `g` tends to `0`
from above. -/
theorem gutzwiller_double_occupancy :
    (∀ g : ℝ, 0 < g → g < 1 →
      0 < g ^ 2 * (g ^ 2 - 1 - Real.log (g ^ 2)) / (2 * (1 - g ^ 2) ^ 2)) ∧
    Tendsto (fun g : ℝ => g ^ 2 * (g ^ 2 - 1 - Real.log (g ^ 2)) / (2 * (1 - g ^ 2) ^ 2))
      (𝓝[<] 1) (𝓝 (1 / 4)) ∧
    Tendsto (fun g : ℝ => g ^ 2 * (g ^ 2 - 1 - Real.log (g ^ 2)) / (2 * (1 - g ^ 2) ^ 2)
      / (g ^ 2 * Real.log (1 / g))) (𝓝[>] 0) (𝓝 1) := by
  simp only [← doubleOcc_half_filling]
  refine ⟨fun g hg hg1 => ?_, ?_, doubleOcc_log_asymptotics⟩
  · have h := (doubleOcc_bounds zero_le_one le_rfl hg hg1).1
    have hp : 0 < g ^ 2 * (1 : ℝ) ^ 2 / 4 := by positivity
    exact lt_of_lt_of_le hp h
  · have h := doubleOcc_tendsto_uncorrelated (n := 1) zero_le_one le_rfl
    rw [one_pow] at h
    exact h

end

end GutzwillerChain
```

```lean
#print axioms GutzwillerChain.doubleOcc_below_half_filling
#print axioms GutzwillerChain.gutzwiller_double_occupancy
```

```
'GutzwillerChain.doubleOcc_below_half_filling' depends on axioms: [propext, Classical.choice, Quot.sound]
'GutzwillerChain.gutzwiller_double_occupancy' depends on axioms: [propext, Classical.choice, Quot.sound]
```

## How the Lean statements and proofs read

`doubleOcc n g` is the closed form as a function of two real numbers. The filters `𝓝[<] 1` and `𝓝[>] 0` mean that g approaches 1 from below and 0 from above, and `Tendsto` states the limit. At g = 1 itself Lean's division by zero returns 0, which the one-sided limit never sees.

The final theorem, `gutzwiller_double_occupancy`, states positivity and the two limits for the explicit half-filling expression; `doubleOcc_half_filling` identifies that expression with `doubleOcc 1 g`.

`doubleOcc_hasSum` takes Mathlib's logarithmic series, removes the linear term with `hasSum_nat_add_iff' 1` and multiplies by the prefactor. `doubleOcc_bounds` keeps the first term through `le_hasSum` and compares with the geometric series through `hasSum_le`. The lower bound supplies positivity, and `doubleOcc_tendsto_uncorrelated` squeezes d between the two bounds.

`doubleOcc_log_asymptotics` first finds the limit of the simplified ratio, then uses `congr'` to transfer it to the original one, since the two agree for 0 < g < 1. `doubleOcc_below_half_filling` is the continuity argument.

## What rests on the closed form

The theorems concern a real function. That this function is the double occupancy of the Gutzwiller state is assumed: the file contains no lattice, Fermi sea or expectation value. Finite rings, magnetic starting states and higher dimensions are not covered, nor is the choice of g that minimises the Hubbard energy. The small-g limits are stated without convergence rates, and the half-filling ratio approaches 1 only as slowly as 1/ln(1/g), so g² ln(1/g) is a poor numerical substitute for d at moderate g. The floating-point advice and the energy estimate above are ordinary arguments, separate from the checked theorems.
